# Counting N-electron determinants of given abelian symmetry by a sum over characters

Take two spin orbitals, one even and one odd under inversion, labelled $0$ and $1$ in $\mathbb Z/2$. This group has two characters: the trivial one, and the sign, which sends $1$ to $-1$. Give each orbital a factor $1+(\text{character of its label})\,X$. The trivial character yields $(1+X)^2=1+2X+X^2$ and the sign yields $(1+X)(1-X)=1-X^2$. For two electrons the coefficients of $X^2$ are $1$ and $-1$. Half their sum is $0$ and half their difference is $1$: there is no even determinant and one odd one, as it should be.

I believe this works for any finite abelian group $G$ of labels. If orbital $p$ carries the label $g(p)$, then $|G|$ times the number of $N$-electron determinants of symmetry $h$ should be the sum over characters $\chi$ of $\overline{\chi(h)}$ times the coefficient of $X^N$ in $\prod_p(1+\chi(g(p))X)$. Can this be derived carefully and checked by machine, preferably with the numbers of α and β electrons fixed separately as well?

## From occupied orbitals to a character sum

Yes, both counts can be proved. Write $G$ additively, so that a determinant with occupied set $S$ has the label $L(S)=\sum_{p\in S}g(p)$. A character is a map $\chi:G\to\mathbb C$ with $\chi(0)=1$ and $\chi(a+b)=\chi(a)\chi(b)$. Hence

$$\chi(L(S))=\prod_{p\in S}\chi(g(p)).$$

Expanding the generating polynomial means choosing, for each orbital, either the term $1$ (empty) or the term $\chi(g(p))X$ (occupied):

$$P_\chi(X)=\prod_p\bigl(1+\chi(g(p))X\bigr)=\sum_S \chi(L(S))\,X^{|S|}.$$

Its coefficient of $X^N$ is therefore $c_N(\chi)=\sum_{|S|=N}\chi(L(S))$.

To select one symmetry, use orthogonality. The values of $\chi$ are roots of unity, so $\overline{\chi(h)}=\chi(-h)$ and

$$\sum_\chi\overline{\chi(h)}\,\chi(a)=\sum_\chi\chi(a-h).$$

If $a=h$, every term is $1$, and there are $|G|$ characters. If $b=a-h\neq0$, some character $\psi$ has $\psi(b)\ne1$. Multiplication by $\psi$ permutes the characters, so the sum equals $\psi(b)$ times itself and vanishes.

Let $D(N,h)$ be the number of sets $S$ with $|S|=N$ and $L(S)=h$. Exchanging the two finite sums gives

$$\sum_\chi\overline{\chi(h)}\,c_N(\chi)=\sum_{|S|=N}\sum_\chi\overline{\chi(h)}\,\chi(L(S))=|G|\,D(N,h).$$

For $N_\alpha$ and $N_\beta$ electrons in the same spatial orbitals, a determinant is a pair $(S,T)$ with label $L(S)+L(T)$. Since $\chi(L(S)+L(T))=\chi(L(S))\chi(L(T))$, the double sum factorises, and $c_N(\chi)$ is replaced by $c_{N_\alpha}(\chi)\,c_{N_\beta}(\chi)$. If the two orbitals of the example are instead spatial orbitals and $N_\alpha=N_\beta=1$, the products are $2\cdot2=4$ and $0\cdot0=0$, so each symmetry has two determinants.

In the other direction, grouping the determinants in $c_N(\chi)$ by label gives $\sum_h\chi(h)D(N,h)=c_N(\chi)$.

Finally, suppose that $x+x=0$ for every label, as for the irreducible representations of $D_{2h}$ and its subgroups. Then $\chi(g(p))^2=1$, so each factor is $1+X$ or $1-X$, and $P_\chi=(1+X)^{m}(1-X)^{n}$, where $m$ and $n$ count the orbitals with character $1$ and $-1$. Also $\overline{\chi(h)}=\chi(-h)=\chi(h)$, so no conjugation remains.

Here is the complete Lean file.

```lean
import Mathlib

open Polynomial
open scoped ComplexConjugate

namespace SymmetryAdaptedCounting

noncomputable section

variable {ι G : Type*} [Fintype ι] [AddCommGroup G] [Fintype G] [DecidableEq G]

/-- The determinants with `N` occupied orbitals whose orbital labels combine to `h`.
The group of symmetry labels is written additively. -/
def sector (g : ι → G) (N : ℕ) (h : G) : Finset (Finset ι) :=
  (Finset.powersetCard N Finset.univ).filter (fun S => ∑ p ∈ S, g p = h)

/-- The determinants with `Na` spin-up and `Nb` spin-down electrons in the same spatial
orbitals, whose orbital labels combine to `h`. -/
def spinSector (g : ι → G) (Na Nb : ℕ) (h : G) : Finset (Finset ι × Finset ι) :=
  (Finset.powersetCard Na Finset.univ ×ˢ Finset.powersetCard Nb Finset.univ).filter
    (fun D => ∑ p ∈ D.1, g p + ∑ p ∈ D.2, g p = h)

omit [Fintype G] [DecidableEq G] in
/-- The generating polynomial of a character `χ`: each orbital is either empty (factor `1`)
or occupied (factor `χ (g p) X`). -/
def occupationPoly (g : ι → G) (χ : AddChar G ℂ) : ℂ[X] :=
  ∏ p, (1 + C (χ (g p)) * X)

omit [Fintype ι] [Fintype G] [DecidableEq G] in
/-- The character of the label of a determinant is the product of the characters of its
occupied orbitals. -/
theorem character_of_determinant (g : ι → G) (χ : AddChar G ℂ) (S : Finset ι) :
    χ (∑ p ∈ S, g p) = ∏ p ∈ S, χ (g p) := by
  classical
  induction S using Finset.induction_on with
  | empty => simp
  | insert a s ha ih =>
    rw [Finset.sum_insert ha, Finset.prod_insert ha, AddChar.map_add_eq_mul, ih]

omit [Fintype G] [DecidableEq G] in
/-- The coefficient of `X ^ N` in the generating polynomial is the sum of the character over
all determinants with `N` electrons. -/
theorem occupationPoly_coeff (g : ι → G) (χ : AddChar G ℂ) (N : ℕ) :
    (occupationPoly g χ).coeff N =
      ∑ S ∈ Finset.powersetCard N Finset.univ, χ (∑ p ∈ S, g p) := by
  classical
  have hset : Finset.powersetCard N (Finset.univ : Finset ι) =
      Finset.univ.filter (fun S : Finset ι => S.card = N) := by
    ext S
    simp [Finset.mem_powersetCard]
  -- expand the product over all choices of occupied orbitals
  rw [hset, Finset.sum_filter, occupationPoly, Finset.prod_one_add,
    Polynomial.finsetSum_coeff, Finset.powerset_univ]
  refine Finset.sum_congr rfl fun S _ => ?_
  rw [Finset.prod_mul_distrib, Finset.prod_const, ← map_prod C,
    ← character_of_determinant, Polynomial.coeff_C_mul_X_pow]
  by_cases hS : S.card = N
  · rw [if_pos hS.symm, if_pos hS]
  · rw [if_neg (Ne.symm hS), if_neg hS]

/-- Character projection: among finitely many configurations with labels `L x`, those with
label `h` are counted by a sum over characters. -/
theorem character_projection {α : Type*} (T : Finset α) (L : α → G) (h : G) :
    (Fintype.card G : ℂ) * ((T.filter (fun x => L x = h)).card : ℂ) =
      ∑ χ : AddChar G ℂ, conj (χ h) * ∑ x ∈ T, χ (L x) := by
  -- orthogonality of characters, for two labels `a` and `h`
  have orth : ∀ a : G, ∑ χ : AddChar G ℂ, conj (χ h) * χ a =
      if a = h then (Fintype.card G : ℂ) else 0 := by
    intro a
    have hχ : ∀ χ : AddChar G ℂ, conj (χ h) * χ a = χ (a - h) := by
      intro χ
      rw [sub_eq_add_neg, AddChar.map_add_eq_mul, AddChar.map_neg_eq_conj, mul_comm]
    rw [Finset.sum_congr rfl fun χ _ => hχ χ, AddChar.sum_apply_eq_ite]
    simp only [sub_eq_zero]
  simp_rw [Finset.mul_sum]
  rw [Finset.sum_comm, Finset.sum_congr rfl fun x _ => orth (L x),
    ← Finset.sum_filter, Finset.sum_const, nsmul_eq_mul]
  exact mul_comm _ _

/-- The number of symmetry labels times the number of `N`-electron determinants of symmetry `h` is
the sum over characters of `conj (χ h)` times the coefficient of `X ^ N` in `∏ p, (1 + χ (g p) X)`.
-/
theorem card_sector (g : ι → G) (N : ℕ) (h : G) :
    (Fintype.card G : ℂ) * ((sector g N h).card : ℂ) =
      ∑ χ : AddChar G ℂ, conj (χ h) * (∏ p, (1 + C (χ (g p)) * X) : ℂ[X]).coeff N := by
  rw [sector, character_projection]
  refine Finset.sum_congr rfl fun χ _ => ?_
  rw [← occupationPoly_coeff, occupationPoly]

/-- With the numbers of spin-up and spin-down electrons fixed separately, the determinants of
symmetry `h` are counted by products of two coefficients of the same polynomial. -/
theorem card_spinSector (g : ι → G) (Na Nb : ℕ) (h : G) :
    (Fintype.card G : ℂ) * ((spinSector g Na Nb h).card : ℂ) =
      ∑ χ : AddChar G ℂ, conj (χ h) *
        ((occupationPoly g χ).coeff Na * (occupationPoly g χ).coeff Nb) := by
  rw [spinSector, character_projection]
  refine Finset.sum_congr rfl fun χ _ => ?_
  -- the character sum over pairs of strings factorises
  rw [occupationPoly_coeff, occupationPoly_coeff, Finset.sum_mul_sum, Finset.sum_product]
  simp only [AddChar.map_add_eq_mul]

/-- Conversely, summing the sector dimensions over all symmetries with weight `χ h` gives the
coefficient of `X ^ N` in the generating polynomial of `χ`. -/
theorem character_transform_sector (g : ι → G) (N : ℕ) (χ : AddChar G ℂ) :
    ∑ h : G, χ h * ((sector g N h).card : ℂ) = (occupationPoly g χ).coeff N := by
  rw [occupationPoly_coeff, ← Finset.sum_fiberwise _ (fun S => ∑ p ∈ S, g p)]
  refine Finset.sum_congr rfl fun h _ => ?_
  calc χ h * ((sector g N h).card : ℂ) = ∑ _S ∈ sector g N h, χ h := by
        rw [Finset.sum_const, nsmul_eq_mul, mul_comm]
    _ = ∑ S ∈ sector g N h, χ (∑ p ∈ S, g p) :=
        Finset.sum_congr rfl fun S hS => by rw [(Finset.mem_filter.1 hS).2]

omit [Fintype G] [DecidableEq G] in
/-- If every symmetry label is its own inverse, the generating polynomial is a power of `1 + X`
times a power of `1 - X`, the exponents counting orbitals of character `1` and `-1`. -/
theorem occupationPoly_of_involutive (hG : ∀ x : G, x + x = 0) (g : ι → G)
    (χ : AddChar G ℂ) :
    occupationPoly g χ =
      (1 + X) ^ (Finset.univ.filter (fun p => χ (g p) = 1)).card *
      (1 - X) ^ (Finset.univ.filter (fun p => χ (g p) = -1)).card := by
  have h1 : (1 : ℂ) ≠ -1 := by norm_num
  rw [← Finset.prod_const, ← Finset.prod_const, Finset.prod_filter, Finset.prod_filter,
    ← Finset.prod_mul_distrib, occupationPoly]
  refine Finset.prod_congr rfl fun p _ => ?_
  -- the character of each orbital squares to one
  have hsq : χ (g p) * χ (g p) = 1 := by
    rw [← AddChar.map_add_eq_mul, hG, AddChar.map_zero_eq_one]
  rcases mul_self_eq_one_iff.1 hsq with h | h
  · rw [h, if_pos rfl, if_neg h1, mul_one, map_one, one_mul]
  · rw [h, if_neg h1.symm, if_pos rfl, one_mul, map_neg, map_one]
    ring

/-- If every symmetry label is its own inverse, the `N`-electron determinants of symmetry `h` are
counted by a sum over characters of `χ h` times a coefficient fixed by the numbers of orbitals with
character `1` and `-1`. -/
theorem card_sector_of_involutive (hG : ∀ x : G, x + x = 0) (g : ι → G) (N : ℕ) (h : G) :
    (Fintype.card G : ℂ) * ((sector g N h).card : ℂ) =
      ∑ χ : AddChar G ℂ, χ h *
        ((1 + X) ^ (Finset.univ.filter (fun p => χ (g p) = 1)).card *
          (1 - X) ^ (Finset.univ.filter (fun p => χ (g p) = -1)).card : ℂ[X]).coeff N := by
  rw [card_sector]
  refine Finset.sum_congr rfl fun χ _ => ?_
  -- the characters are real because `-h = h`
  have hneg : -h = h := neg_eq_of_add_eq_zero_left (hG h)
  rw [← occupationPoly_of_involutive hG, ← AddChar.map_neg_eq_conj, hneg, occupationPoly]

end

end SymmetryAdaptedCounting
```

```lean
#print axioms SymmetryAdaptedCounting.card_spinSector
#print axioms SymmetryAdaptedCounting.character_transform_sector
#print axioms SymmetryAdaptedCounting.card_sector_of_involutive
```

```
'SymmetryAdaptedCounting.card_spinSector' depends on axioms: [propext, Classical.choice, Quot.sound]
'SymmetryAdaptedCounting.character_transform_sector' depends on axioms: [propext, Classical.choice, Quot.sound]
'SymmetryAdaptedCounting.card_sector_of_involutive' depends on axioms: [propext, Classical.choice, Quot.sound]
```

## What the theorems say about determinants

The orbitals form a finite type `ι`; `Fin n` is one instance. They are spin orbitals in `sector` and spatial orbitals in `spinSector`. `G` is the group of symmetry labels, that is, of irreducible representations under the direct product, and `AddChar G ℂ` is the type of its complex characters. A set of occupied orbitals is a `Finset ι`, which builds in the Pauli principle: a spin orbital, or a spatial orbital for one given spin, is occupied once or not at all. `sector g N h` collects those with `N` orbitals and label `h`, and `spinSector g Na Nb h` collects the pairs of α and β sets.

`card_sector` is the formula you asked about, and `card_spinSector` is its spin-resolved form. Both are equations in ℂ, with the natural-number count cast into ℂ and the group order kept on the left, so nothing is divided. There is no condition on `N`: beyond the number of orbitals, both sides are zero. `character_transform_sector` is the inverse relation, and `card_sector_of_involutive` is the real version under the hypothesis `hG : ∀ x : G, x + x = 0`. That hypothesis expresses that every irreducible representation times itself is totally symmetric. It fails, for example, for crystal momentum on a mesh of three equally spaced points that includes zero, where the labels form $\mathbb Z/3$; there `card_sector`, with its complex characters, still applies.

When each orbital of a finite basis belongs to one irreducible representation of a finite abelian symmetry group of the Hamiltonian, these counts are the dimensions of the symmetry blocks in a full configuration interaction calculation over determinants. Non-abelian groups and the infinite groups of linear molecules are not covered, and neither are spin-adapted functions: fixing `Na` and `Nb` fixes the spin projection, but in general not the total spin.

## How the proof follows the derivation

`character_of_determinant` proves the product rule by adding one occupied orbital at a time. In `occupationPoly_coeff`, `Finset.prod_one_add` expands the product over all subsets, and `Polynomial.coeff_C_mul_X_pow` keeps those with `N` elements.

`character_projection` carries out the selection for any finite set `T` of configurations with labels `L x`. Its inner statement `orth` is the orthogonality relation, and `Finset.sum_comm` exchanges the sums. Because it assumes nothing about what a configuration is, it serves both single sets and pairs. `card_sector` then follows by inserting the coefficient formula. `card_spinSector` inserts it twice, and `Finset.sum_mul_sum` and `Finset.sum_product` then match the product of two sums to the sum over pairs.

For the inverse relation, `Finset.sum_fiberwise` groups the determinants by label. In `occupationPoly_of_involutive`, `mul_self_eq_one_iff` splits each orbital into the cases $\chi(g(p))=1$ and $\chi(g(p))=-1$. `card_sector_of_involutive` then removes the conjugation using `-h = h`.

## The orthogonality lemma at the centre

The proof turns on Mathlib's `AddChar.sum_apply_eq_ite`: the sum of $\chi(a)$ over all characters is $|G|$ if $a=0$ and $0$ otherwise. Here the group element is fixed and the character varies, so the lemma needs enough characters to tell every nonzero element from zero. The complex numbers supply them. Over the reals, $\mathbb Z/3$ has only the trivial character, and the sum at a nonzero element would be $1$ instead of $0$. The file brings the relation into the lemma's form by rewriting `conj (χ h) * χ a` as `χ (a - h)`.

## Keeping the labels as formal symbols

Another model works in the group ring of $G$, with a formal symbol $e^{a}$ for each label $a$ and the rule $e^{a}e^{b}=e^{a+b}$. The coefficient of $X^N$ in $\prod_p(1+e^{g(p)}X)$ is then $\sum_h D(N,h)\,e^{h}$, so all symmetries are counted at once with integer arithmetic, and $G$ need not be finite. What disappears is the character sum itself: replacing each $e^{a}$ by $\chi(a)$ recovers $P_\chi$, but extracting a single $D(N,h)$ from the values $c_N(\chi)$ still takes orthogonality.
